# First-order starting-point dependence of a quasiparticle energy in a GW-type pole model

## What moves with the starting point

The starting point, labelled by a real parameter $x$, acts here in two ways only: it shifts the poles $p_j(x)$ of the self-energy, and it rotates the orbital by an angle $\theta(x)$. The static matrix $F$ and the coupling vectors $b_j$ stay fixed. In a full GW calculation they would generally change too.

The effective Hamiltonian at frequency $w$ is the real, finite matrix

$$S(w,x)=F+\sum_j \frac{b_j b_j^T}{w-p_j(x)},\qquad F=F^T,$$

and the orbital is $\psi(x)=\cos\theta(x)\,u+\sin\theta(x)\,v$ with $\theta(0)=0$, so $\psi(0)=u$. For orthonormal $u,v$ it stays normalised. A quasiparticle energy solves the diagonal equation $w=\langle\psi,S\psi\rangle$.

Within this one-parameter model, the result separates the sensitivity of a one-shot GW energy to its mean-field input into a pole part and an orbital part.

## The frequency slope and the weight

Let $w_0$ be a root at $x=0$ with $w_0\neq p_j(0)$ for all $j$: the quasiparticle energy does not coincide with a self-energy pole. Since

$$\langle\psi,S\psi\rangle=\langle\psi,F\psi\rangle+\sum_j\frac{\langle b_j,\psi\rangle^2}{w-p_j},$$

its frequency derivative at $x=0$, $w=w_0$ is $-A$, where

$$A=\sum_j\frac{\langle b_j,u\rangle^2}{(w_0-p_j(0))^2}\ge 0.$$

Define the quasiparticle weight $Z=1/(1+A)$. Then $0<Z\le1$, and the frequency slope is $-A=1-1/Z$.

## Continuing the root and finding its slope

Let $p$ and $\theta$ be $C^1$ at $0$, and set $G(x,w)=w-\langle\psi(x),S(w,x)\psi(x)\rangle$. At $(0,w_0)$ we have $G=0$ and $\partial_wG=1+A=1/Z\neq0$. The implicit function theorem gives a $C^1$ branch $w(x)$ with $w(0)=w_0$ that contains every root near $(0,w_0)$.

Now differentiate the root equation at $x=0$. The orbital changes at the rate $\psi'(0)=\theta'v$, and the symmetry of $S$ merges the two orbital variations:

$$w'=2\theta'\langle v,Su\rangle-\sum_j\frac{\langle b_j,u\rangle^2\,(w'-p_j')}{(w_0-p_j)^2}.$$

Moving the $w'$ terms to the left gives $(1+A)w'$ there, so

$$w'(0)=Z\left[\sum_j\frac{\langle b_j,u\rangle^2p_j'}{(w_0-p_j)^2}+2\theta'\langle v,Su\rangle\right].$$

## When the orbital is already an eigenvector

Suppose $Su=w_0u$ and $\langle v,u\rangle=0$. Then $\langle v,Su\rangle=0$, and the rotation has no first-order effect. If no pole moves faster than $M$, that is $|p_j'|\le M$, then

$$|w'(0)|\le ZAM=(1-Z)M.$$

## Reading the Lean statement

`effHam F b (p x) w` is $S(w,x)$, `weight` is $Z$, and `orbital u v (θ x)` is $\psi(x)$. The index types `n` and `m` label orthonormal basis functions and poles. `deriv p 0 j` is $p_j'(0)$.

`starting_point_dependence` asserts that there is a function `w` with five properties: it starts at $w_0$, is $C^1$ at $0$, solves the equation off the poles for $x$ near $0$, captures all nearby roots, and has the stated slope. Orthonormality of $u$ and $v$ is not assumed, but reading $w$ as an energy and $Z$ as a quasiparticle weight requires a normalised orbital. Orthogonality enters only in `eigenvector_slope_bound`.

The poles are real and finite in number, so there is no continuum or lifetime broadening. The equation is diagonal, and self-consistency is not treated.

```lean
import Mathlib

open Matrix Filter Topology

namespace GWStartingPoint

noncomputable section

variable {n m : Type*} [Fintype n] [Fintype m]

/-- The effective Hamiltonian `F + ∑ j, b j (b j)ᵀ / (w - q j)` at frequency `w`, with static part
`F`, couplings `b j` and self-energy poles `q j`; its domain is `w ≠ q j` for all `j`. -/
def effHam (F : Matrix n n ℝ) (b : m → n → ℝ) (q : m → ℝ) (w : ℝ) : Matrix n n ℝ :=
  F + ∑ j, (w - q j)⁻¹ • vecMulVec (b j) (b j)

/-- The quasiparticle weight `Z = 1 / (1 + ∑ j, ⟨b j, ψ⟩² / (w - q j)²)` of the orbital `ψ`;
its domain is `w ≠ q j` for all `j`. -/
def weight (b : m → n → ℝ) (q : m → ℝ) (w : ℝ) (ψ : n → ℝ) : ℝ :=
  (1 + ∑ j, (b j ⬝ᵥ ψ) ^ 2 / (w - q j) ^ 2)⁻¹

/-- The orbital `cos t u + sin t v` obtained by mixing `v` into `u` with angle `t`. -/
def orbital (u v : n → ℝ) (t : ℝ) : n → ℝ := Real.cos t • u + Real.sin t • v

/-- Matrix elements of the effective Hamiltonian: a static part plus one term per pole. -/
theorem matrixElement (F : Matrix n n ℝ) (b : m → n → ℝ) (q : m → ℝ) (w : ℝ) (ψ φ : n → ℝ) :
    ψ ⬝ᵥ effHam F b q w *ᵥ φ =
      ψ ⬝ᵥ F *ᵥ φ + ∑ j, (b j ⬝ᵥ ψ) * (b j ⬝ᵥ φ) / (w - q j) := by
  -- the matrix element is additive in the matrix
  let L : Matrix n n ℝ →+ ℝ :=
    { toFun := fun A => ψ ⬝ᵥ A *ᵥ φ
      map_zero' := by simp
      map_add' := fun A B => by rw [Matrix.add_mulVec, dotProduct_add] }
  change L (F + ∑ j, (w - q j)⁻¹ • vecMulVec (b j) (b j)) = L F + _
  rw [map_add, map_sum]
  congr 1
  refine Finset.sum_congr rfl fun j _ => ?_
  change ψ ⬝ᵥ ((w - q j)⁻¹ • vecMulVec (b j) (b j)) *ᵥ φ = _
  simp only [dotProduct, mulVec, Matrix.smul_apply, vecMulVec_apply, smul_eq_mul]
  rw [div_eq_mul_inv, Finset.sum_mul_sum, Finset.sum_mul]
  refine Finset.sum_congr rfl fun i _ => ?_
  rw [Finset.mul_sum, Finset.sum_mul]
  exact Finset.sum_congr rfl fun k _ => by ring

/-- The quasiparticle weight lies in `0 < Z ≤ 1`. -/
theorem weight_bounds (b : m → n → ℝ) (q : m → ℝ) (w : ℝ) (ψ : n → ℝ) :
    0 < weight b q w ψ ∧ weight b q w ψ ≤ 1 := by
  have h : 0 ≤ ∑ j, (b j ⬝ᵥ ψ) ^ 2 / (w - q j) ^ 2 :=
    Finset.sum_nonneg fun j _ => by positivity
  exact ⟨inv_pos.2 (by linarith), inv_le_one_of_one_le₀ (by linarith)⟩

/-- Away from the poles, the frequency slope of `⟨ψ, S(w) ψ⟩` is `1 - 1/Z`. -/
theorem frequency_slope (F : Matrix n n ℝ) (b : m → n → ℝ) (q : m → ℝ) (w : ℝ) (ψ : n → ℝ)
    (hne : ∀ j, w ≠ q j) :
    HasDerivAt (fun w => ψ ⬝ᵥ effHam F b q w *ᵥ ψ) (1 - (weight b q w ψ)⁻¹) w := by
  simp only [matrixElement]
  have h : ∀ j ∈ Finset.univ, HasDerivAt (fun w => (b j ⬝ᵥ ψ) * (b j ⬝ᵥ ψ) / (w - q j))
      (-((b j ⬝ᵥ ψ) ^ 2 / (w - q j) ^ 2)) w := fun j _ =>
    ((hasDerivAt_const w _).fun_div ((hasDerivAt_id' w).sub_const (q j))
      (sub_ne_zero.2 (hne j))).congr_deriv (by ring)
  exact ((HasDerivAt.fun_sum h).const_add _).congr_deriv (by
    rw [Finset.sum_neg_distrib, weight, inv_inv]; ring)

/-- Slope of a quasiparticle energy: if `w x` solves `w = ⟨ψ, S ψ⟩` near `x₀`, off the poles at
`x₀`, with `F` symmetric and `w`, the poles and the orbital differentiable at `x₀`, then `w'` is
`Z` times the sum of a pole-shift term and an orbital-change term. -/
theorem branch_slope {F : Matrix n n ℝ} (hF : F.IsSymm) {b : m → n → ℝ} {p : ℝ → m → ℝ}
    {ψ : ℝ → n → ℝ} {w : ℝ → ℝ} {x₀ w' : ℝ} {p' : m → ℝ} {ψ' : n → ℝ}
    (hψ : HasDerivAt ψ ψ' x₀) (hp : HasDerivAt p p' x₀) (hw : HasDerivAt w w' x₀)
    (hne : ∀ j, w x₀ ≠ p x₀ j)
    (hroot : ∀ᶠ x in 𝓝 x₀, w x = ψ x ⬝ᵥ effHam F b (p x) (w x) *ᵥ ψ x) :
    w' = weight b (p x₀) (w x₀) (ψ x₀) *
      (∑ j, (b j ⬝ᵥ ψ x₀) ^ 2 * p' j / (w x₀ - p x₀ j) ^ 2
        + 2 * (ψ' ⬝ᵥ effHam F b (p x₀) (w x₀) *ᵥ ψ x₀)) := by
  have hdot : ∀ a : n → ℝ, HasDerivAt (fun x => a ⬝ᵥ ψ x) (a ⬝ᵥ ψ') x₀ := fun a =>
    HasDerivAt.fun_sum fun i _ => (hasDerivAt_pi.1 hψ i).const_mul (a i)
  -- static part: symmetry of `F` merges the two orbital variations
  have hsym : ψ x₀ ⬝ᵥ F *ᵥ ψ' = ψ' ⬝ᵥ F *ᵥ ψ x₀ := by
    rw [Matrix.dotProduct_mulVec, ← Matrix.mulVec_transpose, hF.eq, dotProduct_comm]
  have hstat : HasDerivAt (fun x => ψ x ⬝ᵥ F *ᵥ ψ x) (2 * (ψ' ⬝ᵥ F *ᵥ ψ x₀)) x₀ := by
    have h := HasDerivAt.fun_sum (u := Finset.univ) fun i _ =>
      (hasDerivAt_pi.1 hψ i).fun_mul (hdot (F i))
    refine h.congr_deriv ?_
    rw [Finset.sum_add_distrib]
    change ψ' ⬝ᵥ F *ᵥ ψ x₀ + ψ x₀ ⬝ᵥ F *ᵥ ψ' = _
    rw [hsym]; ring
  -- each pole term varies through the orbital, the frequency and the pole
  have hpole : ∀ j ∈ Finset.univ, HasDerivAt
      (fun x => (b j ⬝ᵥ ψ x) * (b j ⬝ᵥ ψ x) / (w x - p x j))
      (2 * ((b j ⬝ᵥ ψ') * (b j ⬝ᵥ ψ x₀) / (w x₀ - p x₀ j))
        - (w' * ((b j ⬝ᵥ ψ x₀) ^ 2 / (w x₀ - p x₀ j) ^ 2)
          - (b j ⬝ᵥ ψ x₀) ^ 2 * p' j / (w x₀ - p x₀ j) ^ 2)) x₀ := fun j _ => by
    have hd := sub_ne_zero.2 (hne j)
    refine (((hdot (b j)).fun_mul (hdot (b j))).fun_div
      (hw.fun_sub (hasDerivAt_pi.1 hp j)) hd).congr_deriv ?_
    field_simp
    ring
  have htot := hstat.fun_add (HasDerivAt.fun_sum hpole)
  simp only [matrixElement] at hroot ⊢
  have h := hw.unique (htot.congr_of_eventuallyEq hroot)
  rw [Finset.sum_sub_distrib, Finset.sum_sub_distrib, ← Finset.mul_sum, ← Finset.mul_sum] at h
  have hZ := inv_pos.1 (weight_bounds b (p x₀) (w x₀) (ψ x₀)).1
  rw [weight, eq_inv_mul_iff_mul_eq₀ hZ.ne']
  linear_combination h

/-- Implicit function theorem in the plane: a zero of a C¹ function `G(x, w)` with non-zero
`w`-slope continues to a C¹ curve of zeros, which contains all zeros nearby. -/
theorem implicit_branch {G : ℝ × ℝ → ℝ} {x₀ w₀ d : ℝ} (hG : ContDiffAt ℝ 1 G (x₀, w₀))
    (h0 : G (x₀, w₀) = 0) (hd : HasDerivAt (fun w => G (x₀, w)) d w₀) (hne : d ≠ 0) :
    ∃ w : ℝ → ℝ, w x₀ = w₀ ∧ ContDiffAt ℝ 1 w x₀ ∧ (∀ᶠ x in 𝓝 x₀, G (x, w x) = 0) ∧
      ∀ᶠ z in 𝓝 (x₀, w₀), G z = 0 → z.2 = w z.1 := by
  obtain ⟨D, hD⟩ : ∃ D, HasFDerivAt G D (x₀, w₀) :=
    ⟨_, (hG.differentiableAt (by simp)).hasFDerivAt⟩
  have hd' : D (0, 1) = d :=
    (hD.comp_hasDerivAt w₀ ((hasDerivAt_const w₀ x₀).prodMk (hasDerivAt_id w₀))).unique hd
  obtain ⟨a, hlin⟩ : ∃ a, ∀ z : ℝ × ℝ, D z = z.1 * a + z.2 * d := by
    refine ⟨D (1, 0), fun z => ?_⟩
    have hz : z = z.1 • ((1 : ℝ), (0 : ℝ)) + z.2 • ((0 : ℝ), (1 : ℝ)) := by ext <;> simp
    calc D z = D (z.1 • ((1 : ℝ), (0 : ℝ)) + z.2 • ((0 : ℝ), (1 : ℝ))) := congrArg D hz
      _ = _ := by rw [map_add, map_smul, map_smul, hd', smul_eq_mul, smul_eq_mul]
  -- the derivative of `(x, w) ↦ (x, G (x, w))` is invertible
  let e : (ℝ × ℝ) ≃L[ℝ] (ℝ × ℝ) := ContinuousLinearEquiv.equivOfInverse
    ((ContinuousLinearMap.fst ℝ ℝ ℝ).prod D)
    ((ContinuousLinearMap.fst ℝ ℝ ℝ).prod
      (d⁻¹ • (ContinuousLinearMap.snd ℝ ℝ ℝ - a • ContinuousLinearMap.fst ℝ ℝ ℝ)))
    (fun z => Prod.ext rfl (by
      change d⁻¹ * (D z - a * z.1) = z.2
      rw [hlin]
      linear_combination z.2 * inv_mul_cancel₀ hne))
    (fun z => Prod.ext rfl (by
      change D (z.1, d⁻¹ * (z.2 - a * z.1)) = z.2
      rw [hlin]
      linear_combination (z.2 - a * z.1) * inv_mul_cancel₀ hne))
  let Φ : ℝ × ℝ → ℝ × ℝ := fun z => (z.1, G z)
  have hΦ : ContDiffAt ℝ 1 Φ (x₀, w₀) := contDiffAt_fst.prodMk hG
  have hΦ' : HasFDerivAt Φ (e : (ℝ × ℝ) →L[ℝ] (ℝ × ℝ)) (x₀, w₀) := hasFDerivAt_fst.prodMk hD
  have hs := hΦ.hasStrictFDerivAt' hΦ' (by simp)
  let g : ℝ × ℝ → ℝ × ℝ := HasStrictFDerivAt.localInverse Φ e (x₀, w₀) hs
  have hΦ0 : Φ (x₀, w₀) = (x₀, 0) := Prod.ext rfl h0
  have hg : ContDiffAt ℝ 1 g (Φ (x₀, w₀)) := hΦ.to_localInverse hΦ' (by simp)
  have hl : ∀ᶠ z in 𝓝 (x₀, w₀), g (Φ z) = z := hs.eventually_left_inverse
  have hr : ∀ᶠ y in 𝓝 (Φ (x₀, w₀)), Φ (g y) = y := hs.eventually_right_inverse
  have hg0 := hl.self_of_nhds
  rw [hΦ0] at hg hr hg0
  have hi : ContDiffAt ℝ 1 (fun x : ℝ => (x, (0 : ℝ))) x₀ := contDiffAt_id.prodMk contDiffAt_const
  refine ⟨fun x => (g (x, 0)).2, congrArg Prod.snd hg0,
    (ContDiffAt.comp (g := g) (f := fun x : ℝ => (x, (0 : ℝ))) x₀ hg hi).snd, ?_, ?_⟩
  · filter_upwards [hi.continuousAt.eventually hr] with x hx
    have h1 : (x, (g (x, 0)).2) = g (x, 0) := Prod.ext (congrArg Prod.fst hx).symm rfl
    exact (congrArg G h1).trans (congrArg Prod.snd hx)
  · filter_upwards [hl] with z hz h
    have h1 : Φ z = (z.1, 0) := Prod.ext rfl h
    rw [h1] at hz
    exact (congrArg Prod.snd hz).symm

/-- At `0`, an orbital that starts at `u` and is rotated towards `v` changes at the rate `θ' v`. -/
theorem orbital_slope (u v : n → ℝ) {θ : ℝ → ℝ} {θ' : ℝ} (hθ : HasDerivAt θ θ' 0)
    (h0 : θ 0 = 0) : HasDerivAt (fun x => orbital u v (θ x)) (θ' • v) 0 :=
  ((hθ.cos.smul_const u).fun_add (hθ.sin.smul_const v)).congr_deriv (by simp [h0])

/-- Starting-point dependence: let `F` be symmetric, the poles and the mixing angle C¹ at `0`, and
`θ 0 = 0`. A quasiparticle energy `w₀` off the poles continues to a locally unique C¹ solution,
whose slope at `0` is `Z` times the sum of a pole-shift term and an orbital-rotation term. -/
theorem starting_point_dependence {F : Matrix n n ℝ} (hF : F.IsSymm) (b : m → n → ℝ)
    {p : ℝ → m → ℝ} {θ : ℝ → ℝ} (u v : n → ℝ) {w₀ : ℝ} (hp : ContDiffAt ℝ 1 p 0)
    (hθ : ContDiffAt ℝ 1 θ 0) (h0 : θ 0 = 0) (hne : ∀ j, w₀ ≠ p 0 j)
    (hroot : w₀ = u ⬝ᵥ effHam F b (p 0) w₀ *ᵥ u) :
    ∃ w : ℝ → ℝ, w 0 = w₀ ∧ ContDiffAt ℝ 1 w 0 ∧
      (∀ᶠ x in 𝓝 0, (∀ j, w x ≠ p x j) ∧
        w x = orbital u v (θ x) ⬝ᵥ effHam F b (p x) (w x) *ᵥ orbital u v (θ x)) ∧
      (∀ᶠ z : ℝ × ℝ in 𝓝 (0, w₀),
        z.2 = orbital u v (θ z.1) ⬝ᵥ effHam F b (p z.1) z.2 *ᵥ orbital u v (θ z.1) →
          z.2 = w z.1) ∧
      HasDerivAt w (weight b (p 0) w₀ u *
        (∑ j, (b j ⬝ᵥ u) ^ 2 * deriv p 0 j / (w₀ - p 0 j) ^ 2
          + 2 * deriv θ 0 * (v ⬝ᵥ effHam F b (p 0) w₀ *ᵥ u))) 0 := by
  have hu : orbital u v (θ 0) = u := by simp [orbital, h0]
  let ψ : ℝ → n → ℝ := fun x => orbital u v (θ x)
  have hψ : ContDiffAt ℝ 1 ψ 0 :=
    (hθ.cos.smul contDiffAt_const).add (hθ.sin.smul contDiffAt_const)
  -- the residual of the quasiparticle equation is C¹ near the root
  let G : ℝ × ℝ → ℝ := fun z => z.2 - ψ z.1 ⬝ᵥ effHam F b (p z.1) z.2 *ᵥ ψ z.1
  have hψi : ∀ i, ContDiffAt ℝ 1 (fun z : ℝ × ℝ => ψ z.1 i) (0, w₀) := fun i =>
    ContDiffAt.comp (g := fun x => ψ x i) (f := Prod.fst) (0, w₀)
      (contDiffAt_pi.1 hψ i) contDiffAt_fst
  have hpj : ∀ j, ContDiffAt ℝ 1 (fun z : ℝ × ℝ => p z.1 j) (0, w₀) := fun j =>
    ContDiffAt.comp (g := fun x => p x j) (f := Prod.fst) (0, w₀)
      (contDiffAt_pi.1 hp j) contDiffAt_fst
  have hdot : ∀ a : n → ℝ, ContDiffAt ℝ 1 (fun z : ℝ × ℝ => a ⬝ᵥ ψ z.1) (0, w₀) := fun a =>
    ContDiffAt.sum fun i _ => contDiffAt_const.mul (hψi i)
  have hG : ContDiffAt ℝ 1 G (0, w₀) := by
    simp only [G, matrixElement]
    refine contDiffAt_snd.sub (ContDiffAt.add ?_ ?_)
    · exact ContDiffAt.sum fun i _ => (hψi i).mul (hdot (F i))
    · exact ContDiffAt.sum fun j _ => ((hdot (b j)).mul (hdot (b j))).div
        (contDiffAt_snd.sub (hpj j)) (sub_ne_zero.2 (hne j))
  have hG0 : G (0, w₀) = 0 := by
    change w₀ - orbital u v (θ 0) ⬝ᵥ effHam F b (p 0) w₀ *ᵥ orbital u v (θ 0) = 0
    rw [hu]
    exact sub_eq_zero.2 hroot
  have hGw : HasDerivAt (fun w => G (0, w)) (weight b (p 0) w₀ u)⁻¹ w₀ := by
    change HasDerivAt (fun w => w - orbital u v (θ 0) ⬝ᵥ effHam F b (p 0) w *ᵥ
      orbital u v (θ 0)) _ w₀
    rw [hu]
    exact ((hasDerivAt_id' w₀).fun_sub (frequency_slope F b (p 0) w₀ u hne)).congr_deriv (by ring)
  obtain ⟨w, hw0, hw, hz, huniq⟩ := implicit_branch hG hG0 hGw
    (inv_ne_zero (weight_bounds b (p 0) w₀ u).1.ne')
  have hsol : ∀ᶠ x in 𝓝 0, w x = ψ x ⬝ᵥ effHam F b (p x) (w x) *ᵥ ψ x :=
    hz.mono fun x hx => sub_eq_zero.1 hx
  have hoff : ∀ᶠ x in 𝓝 0, ∀ j, w x ≠ p x j := by
    refine eventually_all.2 fun j => ?_
    have hc : ContinuousAt (fun x => w x - p x j) 0 :=
      hw.continuousAt.sub (contDiffAt_pi.1 hp j).continuousAt
    have hj : w 0 - p 0 j ≠ 0 := by rw [hw0]; exact sub_ne_zero.2 (hne j)
    exact (hc.eventually_ne hj).mono fun x hx => sub_ne_zero.1 hx
  refine ⟨w, hw0, hw, hoff.and hsol, huniq.mono fun z h hz => h (sub_eq_zero.2 hz), ?_⟩
  -- differentiate the quasiparticle equation along the branch
  have hw' := (hw.differentiableAt (by simp)).hasDerivAt
  have h := branch_slope hF
    (orbital_slope u v (hθ.differentiableAt (by simp)).hasDerivAt h0)
    (hp.differentiableAt (by simp)).hasDerivAt hw' hoff.self_of_nhds hsol
  rw [hu, hw0, smul_dotProduct, smul_eq_mul, ← mul_assoc] at h
  exact hw'.congr_deriv h

/-- If `u` is an eigenvector of the effective Hamiltonian at the quasiparticle energy and `v` is
orthogonal to `u`, then for symmetric `F`, `θ 0 = 0` and pole speeds `|p' j|` at most `M`, a
differentiable solution off the poles has slope at most `(1 - Z) M` in absolute value at `0`. -/
theorem eigenvector_slope_bound {F : Matrix n n ℝ} (hF : F.IsSymm) {b : m → n → ℝ}
    {p : ℝ → m → ℝ} {θ w : ℝ → ℝ} {u v : n → ℝ} {p' : m → ℝ} {θ' w' M : ℝ}
    (hp : HasDerivAt p p' 0) (hθ : HasDerivAt θ θ' 0) (hw : HasDerivAt w w' 0) (h0 : θ 0 = 0)
    (hne : ∀ j, w 0 ≠ p 0 j)
    (hroot : ∀ᶠ x in 𝓝 0,
      w x = orbital u v (θ x) ⬝ᵥ effHam F b (p x) (w x) *ᵥ orbital u v (θ x))
    (heig : effHam F b (p 0) (w 0) *ᵥ u = w 0 • u) (horth : v ⬝ᵥ u = 0)
    (hM : ∀ j, |p' j| ≤ M) :
    |w'| ≤ (1 - weight b (p 0) (w 0) u) * M := by
  have hu : orbital u v (θ 0) = u := by simp [orbital, h0]
  have h := branch_slope hF (orbital_slope u v hθ h0) hp hw hne hroot
  -- the rotation term vanishes by orthogonality
  rw [hu, heig, smul_dotProduct, dotProduct_smul, horth, smul_zero, smul_zero, mul_zero,
    add_zero] at h
  have hZ := (weight_bounds b (p 0) (w 0) u).1
  have hA : weight b (p 0) (w 0) u * ∑ j, (b j ⬝ᵥ u) ^ 2 / (w 0 - p 0 j) ^ 2
      = 1 - weight b (p 0) (w 0) u := by
    have h1 := inv_mul_cancel₀ (inv_pos.1 hZ).ne'
    change weight b (p 0) (w 0) u * _ = 1 at h1
    linear_combination h1
  rw [h, abs_mul, abs_of_pos hZ, ← hA, mul_assoc, Finset.sum_mul]
  refine mul_le_mul_of_nonneg_left ?_ hZ.le
  refine (Finset.abs_sum_le_sum_abs _ _).trans (Finset.sum_le_sum fun j _ => ?_)
  rw [mul_div_right_comm, abs_mul, abs_of_nonneg (by positivity)]
  exact mul_le_mul_of_nonneg_left (hM j) (by positivity)

end

end GWStartingPoint
```

```lean
#print axioms GWStartingPoint.starting_point_dependence
-- 'GWStartingPoint.starting_point_dependence' depends on axioms: [propext, Classical.choice, Quot.sound]
#print axioms GWStartingPoint.eigenvector_slope_bound
-- 'GWStartingPoint.eigenvector_slope_bound' depends on axioms: [propext, Classical.choice, Quot.sound]
```

## From matrix elements to the branch

`matrixElement` expands $\langle\psi,S\varphi\rangle$ into a static part and one term per pole. `weight_bounds` gets $0<Z\le1$ from $A\ge0$, and `frequency_slope` differentiates the pole terms.

`branch_slope` differentiates the root equation for any differentiable orbital curve. Its `hsym` merges the static orbital variations, `hpole` applies the quotient rule to each pole term, and the final `linear_combination` collects $w'$.

`implicit_branch` applies the inverse function theorem to $(x,w)\mapsto(x,G(x,w))$. The right inverse supplies the zeros along the branch; the left inverse supplies local uniqueness.

`orbital_slope` gives $\psi'(0)=\theta'v$. The main theorem then checks that $G$ is $C^1$, obtains the branch, keeps it off the poles by continuity (`hoff`), and inserts the rotation into `branch_slope`.

`eigenvector_slope_bound` takes a differentiable solution as given. It removes the rotation term by orthogonality, proves $ZA=1-Z$ in `hA`, and bounds the remaining sum term by term.
